# The formal exponentials of −tᵏa and tᵏa multiply to one for k ≥ 1

Reversing the sign of the exponent in a formal exponential step undoes that step: for every k ≥ 1, exp(−tᵏa) exp(tᵏa) = 1 to all orders in the time step t. Here a is any element of a ring that is an algebra over the rationals; the ring need not be commutative, and the exponentials are formal power series, so no convergence is claimed. The proof compares the coefficients of tⁿ on both sides. If k does not divide n, every term of the product's coefficient vanishes; if n = km, the sum is reindexed by pairs adding up to m, and the binomial theorem turns it into (−a + a)ᵐ/m!, which is 1 for m = 0 and 0 otherwise.

This version doesn't compile in Lean 4 with Mathlib:

```lean
import Mathlib

open PowerSeries Finset

namespace ExpNegMulExp

noncomputable section

variable {R : Type*} [Ring R]

variable [Algebra ℚ R]

/-- The exponential `exp(t^k a)` as a formal power series in the time step `t`, for `k ≥ 1`. -/
def expSeries (k : ℕ) (a : R) : R⟦X⟧ :=
  PowerSeries.mk fun n => if k ∣ n then ((n / k).factorial : ℚ)⁻¹ • a ^ (n / k) else 0

/-- For `k ≥ 1`, `exp(-t^k a) exp(t^k a) = 1` to all orders in the time step. -/
theorem exp_neg_mul_exp {k : ℕ} (hk : 0 < k) (a : R) :
    expSeries k (-a) * expSeries k a = 1 := by
  ext n
  rw [PowerSeries.coeff_mul, PowerSeries.coeff_one]
  simp only [expSeries, PowerSeries.coeff_mk]
  by_cases hn : k ∣ n
  · obtain ⟨m, rfl⟩ := hn
    -- only pairs of multiples of k contribute
    trans ∑ p ∈ antidiagonal m,
      ((p.1.factorial : ℚ)⁻¹ • (-a) ^ p.1) * ((p.2.factorial : ℚ)⁻¹ • a ^ p.2)
    · symm
      refine Finset.sum_of_injOn (fun p : ℕ × ℕ => (k * p.1, k * p.2)) ?_ ?_ ?_ ?_
      · rintro ⟨i, j⟩ _ ⟨i', j'⟩ _ h
        simp only [Prod.mk.injEq] at h
        exact Prod.ext (Nat.eq_of_mul_eq_mul_left hk h.1) (Nat.eq_of_mul_eq_mul_left hk h.2)
      · rintro ⟨i, j⟩ h
        simp only [Finset.mem_coe, Finset.mem_antidiagonal] at h ⊢
        rw [← h, mul_add]
      · rintro ⟨i, j⟩ h hne
        simp only [Finset.mem_antidiagonal] at h
        by_cases hi : k ∣ i
        · by_cases hj : k ∣ j
          · obtain ⟨i', rfl⟩ := hi
            obtain ⟨j', rfl⟩ := hj
            have hm : i' + j' = m := Nat.eq_of_mul_eq_mul_left hk (by rw [mul_add]; exact h)
            exact absurd ⟨(i', j'), Finset.mem_coe.2 (Finset.mem_antidiagonal.2 hm), rfl⟩ hne
          · simp [hj]
        · simp [hi]
      · rintro ⟨i, j⟩ _
        simp only [dvd_mul_right, if_true, Nat.mul_div_cancel_left _ hk]
    -- the binomial theorem sums the remaining terms
    · have hb : ∑ p ∈ antidiagonal m,
          ((p.1.factorial : ℚ)⁻¹ • (-a) ^ p.1) * ((p.2.factorial : ℚ)⁻¹ • a ^ p.2)
          = (m.factorial : ℚ)⁻¹ • (-a + a) ^ m := by
        rw [(Commute.neg_left (Commute.refl a)).add_pow', Finset.smul_sum]
        refine Finset.sum_congr rfl ?_
        rintro ⟨i, j⟩ h
        have hm : i + j = m := Finset.mem_antidiagonal.1 h
        subst hm
        dsimp only
        rw [smul_mul_smul_comm, ← Nat.cast_smul_eq_nsmul ℚ, smul_smul]
        congr 1
        have q : ((i + j).choose i : ℚ) * i.factorial * j.factorial = (i + j).factorial := by
          exact_mod_cast Nat.add_choose_mul_factorial_mul_factorial i j
        have hi : (i.factorial : ℚ) ≠ 0 := by exact_mod_cast i.factorial_ne_zero
        have hj : (j.factorial : ℚ) ≠ 0 := by exact_mod_cast j.factorial_ne_zero
        have hc : ((i + j).choose i : ℚ) ≠ 0 := by
          exact_mod_cast (Nat.choose_pos (Nat.le_add_right i j)).ne'
        rw [← q]
        field_simp
      rw [hb, neg_add_cancel]
      rcases m with _ | m
      · simp
      · simp [hk.ne']
  · have h0 : n ≠ 0 := by
      rintro rfl
      exact hn (dvd_zero k)
    rw [if_neg h0]
    refine Finset.sum_eq_zero ?_
    rintro ⟨i, j⟩ h
    have hs : i + j = n := Finset.mem_antidiagonal.1 h
    by_cases hi : k ∣ i
    · have hj : ¬ k ∣ j := fun hj => hn (hs ▸ dvd_add hi hj)
      simp [hj]
    · simp [hi]

end

end ExpNegMulExp
```

Messages:

```
Main.lean:35:12: error: Invalid rewrite argument: Expected an equality or iff proof or definition name, but `h` is a proof of
  (i, j) ∈ HasAntidiagonal.antidiagonal m
Main.lean:37:8: error: `simp` made no progress
Main.lean:55:31: error: Type mismatch
  Finset.mem_antidiagonal.mp ?m.344
has type
  ?m.341.1 ∈ ?m.336 ∧ ?m.341.2 ∈ ?m.337 ∧ ?m.341.1 + ?m.341.2 = ?m.340
but is expected to have type
  i + j = m
Main.lean:55:57: error: Application type mismatch: The argument
  h
has type
  (i, j) ∈ HasAntidiagonal.antidiagonal m
but is expected to have type
  ?m.341 ∈ Finset.antidiagonal ?m.338 ?m.339 ?m.340
in the application
  Finset.mem_antidiagonal.mp h
Main.lean:78:27: error: Type mismatch
  Finset.mem_antidiagonal.mp ?m.424
has type
  ?m.421.1 ∈ ?m.416 ∧ ?m.421.2 ∈ ?m.417 ∧ ?m.421.1 + ?m.421.2 = ?m.420
but is expected to have type
  i + j = n
Main.lean:78:53: error: Application type mismatch: The argument
  h
has type
  (i, j) ∈ HasAntidiagonal.antidiagonal n
but is expected to have type
  ?m.421 ∈ Finset.antidiagonal ?m.418 ?m.419 ?m.420
in the application
  Finset.mem_antidiagonal.mp h
Main.lean:34:35: warning: This simp argument is unused:
  Finset.mem_antidiagonal

Hint: Omit it from the simp argument list.
  [apply] simp only [Finset.mem_coe] at h ⊢

Note: This linter can be disabled with `set_option linter.unusedSimpArgs false`
```

The sums run over `HasAntidiagonal.antidiagonal m`, the pairs adding up to `m`. In this file's Mathlib, `Finset.mem_antidiagonal` is about something else: `Finset.antidiagonal`, which takes two further arguments and whose membership also requires each component to lie in a given set.

At line 34 `simp only` therefore left that lemma unused, as the warning says, and `h` remained a membership, which `rw [← h]` cannot use. At line 37 the lemma was the only one supplied, so `simp` made no progress. At lines 55 and 78 both the lemma's conclusion, a threefold conjunction, and its expected argument had the wrong type.

`Finset.HasAntidiagonal.mem_antidiagonal` is the matching lemma and gives the plain equation for the sum. The use inside `exact absurd` needed the same change, but had drawn no message because its branch had already stopped at line 37.

The new derivation of `q` repairs a second error, which the failure at line 55 had hidden by stopping the proof of `hb` there. `Nat.add_choose_mul_factorial_mul_factorial i j` is stated with `(i + j).choose j`, whereas `q` has `(i + j).choose i`. The two numbers are equal by symmetry, but `exact_mod_cast` only adjusts casts and does not apply that symmetry. `Nat.choose_mul_factorial_mul_factorial`, used with `i ≤ i + j`, has `choose i` as required, and rewriting `i + j - i` to `j` gives the identity wanted.

The repair, with which the file compiles:

```diff
@@ -32,8 +32,8 @@
         exact Prod.ext (Nat.eq_of_mul_eq_mul_left hk h.1) (Nat.eq_of_mul_eq_mul_left hk h.2)
       · rintro ⟨i, j⟩ h
-        simp only [Finset.mem_coe, Finset.mem_antidiagonal] at h ⊢
+        simp only [Finset.mem_coe, Finset.HasAntidiagonal.mem_antidiagonal] at h ⊢
         rw [← h, mul_add]
       · rintro ⟨i, j⟩ h hne
-        simp only [Finset.mem_antidiagonal] at h
+        simp only [Finset.HasAntidiagonal.mem_antidiagonal] at h
         by_cases hi : k ∣ i
         · by_cases hj : k ∣ j
@@ -41,5 +41,6 @@
             obtain ⟨j', rfl⟩ := hj
             have hm : i' + j' = m := Nat.eq_of_mul_eq_mul_left hk (by rw [mul_add]; exact h)
-            exact absurd ⟨(i', j'), Finset.mem_coe.2 (Finset.mem_antidiagonal.2 hm), rfl⟩ hne
+            exact absurd ⟨(i', j'),
+              Finset.mem_coe.2 (Finset.HasAntidiagonal.mem_antidiagonal.2 hm), rfl⟩ hne
           · simp [hj]
         · simp [hi]
@@ -53,5 +54,5 @@
         refine Finset.sum_congr rfl ?_
         rintro ⟨i, j⟩ h
-        have hm : i + j = m := Finset.mem_antidiagonal.1 h
+        have hm : i + j = m := Finset.HasAntidiagonal.mem_antidiagonal.1 h
         subst hm
         dsimp only
@@ -59,5 +60,7 @@
         congr 1
         have q : ((i + j).choose i : ℚ) * i.factorial * j.factorial = (i + j).factorial := by
-          exact_mod_cast Nat.add_choose_mul_factorial_mul_factorial i j
+          have h' := Nat.choose_mul_factorial_mul_factorial (Nat.le_add_right i j)
+          rw [Nat.add_sub_cancel_left] at h'
+          exact_mod_cast h'
         have hi : (i.factorial : ℚ) ≠ 0 := by exact_mod_cast i.factorial_ne_zero
         have hj : (j.factorial : ℚ) ≠ 0 := by exact_mod_cast j.factorial_ne_zero
@@ -76,5 +79,5 @@
     refine Finset.sum_eq_zero ?_
     rintro ⟨i, j⟩ h
-    have hs : i + j = n := Finset.mem_antidiagonal.1 h
+    have hs : i + j = n := Finset.HasAntidiagonal.mem_antidiagonal.1 h
     by_cases hi : k ∣ i
     · have hj : ¬ k ∣ j := fun hj => hn (hs ▸ dvd_add hi hj)
```
